# The end-to-end cofactor of an open tight-binding chain is, up to sign, the product of its hoppings

The lemma concerns an open chain of `n + 3` sites, described by a symmetric tridiagonal matrix with arbitrary complex diagonal entries `d` and neighbour entries `u`; both corner entries that would close the ring are zero. With real entries this is the one-particle Hamiltonian of non-interacting particles with nearest-neighbour hopping. The lemma states that the cofactor of the top right corner, written as the determinant with the first row replaced by the last unit vector, equals `(-1) ^ n` times the product of the `n + 2` neighbour entries along the chain. The attempt turns this determinant into an entry of the adjugate, and so into a signed minor without the first row and last column. It then shows that this minor is upper triangular with the neighbour entries on its diagonal.

The first attempt, which Lean rejects:

```lean
import Mathlib

open Matrix

namespace ByersYangRing

noncomputable section

/-- A symmetric tridiagonal matrix on `n + 3` sites with diagonal `d` and neighbour
entries `u`, closed to a ring by the corner entries `a` (top right) and `b` (bottom left). -/
def ringMatrix {n : ℕ} (d u : Fin (n + 3) → ℂ) (a b : ℂ) :
    Matrix (Fin (n + 3)) (Fin (n + 3)) ℂ :=
  Matrix.of fun i j =>
    if i = j then d i
    else if i.val + 1 = j.val then u i
    else if j.val + 1 = i.val then u j
    else if i.val = 0 ∧ j.val = n + 2 then a
    else if i.val = n + 2 ∧ j.val = 0 then b
    else 0

/-- The cofactor of the top right corner of an open chain is, up to sign, the product of
the neighbour entries along the chain. -/
theorem corner_cofactor {n : ℕ} (d u : Fin (n + 3) → ℂ) :
    ((ringMatrix d u 0 0).updateRow 0 (Pi.single (Fin.last (n + 2)) 1)).det
      = (-1) ^ n * ∏ i : Fin (n + 2), u i.castSucc := by
  have hs : ∀ i : Fin (n + 2), i.succ.val = i.val + 1 := fun _ => rfl
  have hc : ∀ i : Fin (n + 2), i.castSucc.val = i.val := fun _ => rfl
  -- the minor without first row and last column is upper triangular
  have htri : ((ringMatrix d u 0 0).submatrix Fin.succ Fin.castSucc).BlockTriangular id := by
    intro i j hji
    have h : j.val < i.val := hji
    simp only [Matrix.submatrix_apply, ringMatrix, Matrix.of_apply, Fin.ext_iff, hs, hc]
    rw [if_neg (by omega), if_neg (by omega), if_neg (by omega)]
    simp only [ite_self]
  have hdiag : ∀ i : Fin (n + 2),
      (ringMatrix d u 0 0).submatrix Fin.succ Fin.castSucc i i = u i.castSucc := by
    intro i
    simp only [Matrix.submatrix_apply, ringMatrix, Matrix.of_apply, Fin.ext_iff, hs, hc]
    rw [if_neg (by omega), if_neg (by omega), if_pos (by omega)]
  rw [← Matrix.adjugate_apply, Matrix.adjugate_fin_succ_eq_det_submatrix,
    Fin.succAbove_zero, Fin.succAbove_last, Matrix.det_of_upperTriangular htri,
    Finset.prod_congr rfl (fun i _ => hdiag i)]
  simp [pow_add]

end

end ByersYangRing
```

Compiling this gives:

```
Main.lean:39:57: error: omega could not prove the goal:
No usable constraints found. You may need to unfold definitions so `omega` can see linear arithmetic facts about `Nat` and `Int`, which may also involve multiplication, division, and modular remainder by constants.
Main.lean:41:44: warning: `Matrix.det_of_upperTriangular` has been deprecated: Use `Matrix.det_of_isUpperTriangular` instead
```

What went wrong. The error is at the third `omega` in `hdiag`, the one meant to prove the condition for `if_pos`. That condition says that the column index plus one equals the row index. With `hs` and `hc`, `simp only` turns both sides into `i.val + 1`, and it replaces an equation between identical sides by `True`. The `if` itself stays, so `if_pos` still applies, but `omega` is asked to prove `True`, finds no arithmetic in it and gives up. In `htri` the two indices differ, so no condition collapses this way.

The repair takes `Fin.ext_iff`, `hs` and `hc` out of the `simp only` call, which leaves the three conditions as they stand in the definition. They are proved beforehand in that form: `h1` and `h2` refute the first two, and `h3` proves the third by `rfl`. The `rw` then uses these facts directly.

The warning only reports a deprecated name and did not stop the proof; changing to `Matrix.det_of_isUpperTriangular` is tidying.

This version goes through:

```diff
@@ -36,8 +36,17 @@
       (ringMatrix d u 0 0).submatrix Fin.succ Fin.castSucc i i = u i.castSucc := by
     intro i
-    simp only [Matrix.submatrix_apply, ringMatrix, Matrix.of_apply, Fin.ext_iff, hs, hc]
-    rw [if_neg (by omega), if_neg (by omega), if_pos (by omega)]
+    have h2 : ¬ (i.succ.val + 1 = i.castSucc.val) := by
+      rw [hs, hc]
+      omega
+    have h1 : ¬ (i.succ = i.castSucc) := by
+      intro h
+      have h' := congrArg Fin.val h
+      rw [hs, hc] at h'
+      omega
+    have h3 : i.castSucc.val + 1 = i.succ.val := rfl
+    simp only [Matrix.submatrix_apply, ringMatrix, Matrix.of_apply]
+    rw [if_neg h1, if_neg h2, if_pos h3]
   rw [← Matrix.adjugate_apply, Matrix.adjugate_fin_succ_eq_det_submatrix,
-    Fin.succAbove_zero, Fin.succAbove_last, Matrix.det_of_upperTriangular htri,
+    Fin.succAbove_zero, Fin.succAbove_last, Matrix.det_of_isUpperTriangular htri,
     Finset.prod_congr rfl (fun i _ => hdiag i)]
   simp [pow_add]
```
